# The unique charge-neutral equilibrium carrier densities of a fully ionised, non-degenerate semiconductor

If the electron density of a doped semiconductor is simply set equal to its net doping, undoped material has no electrons at all, and p-type material has a negative number of them. The estimate ignores the holes, which also carry charge and whose density is tied to that of the electrons.

Let n and p be the electron and hole densities, Nd and Na the densities of ionised donors and acceptors, and D = Nd − Na the net doping. The intrinsic density ni > 0 is the electron density, and equally the hole density, of the undoped material in thermal equilibrium; it stands for the band gap, the band-edge densities of states and the temperature. In thermal equilibrium, without illumination or injected carriers, a non-degenerate semiconductor obeys mass action. Charge neutrality is a separate condition: it holds in uniformly doped material away from junctions and surfaces, but not in the depletion layer of a p-n junction. Together the two conditions read

n p = ni²
p + Nd = n + Na.

They have exactly one solution with both densities positive: n = N(D) and p = N(−D), where

N(D) = D/2 + √(D²/4 + ni²).

In device simulation these values can serve as boundary densities at an ideal ohmic contact, provided the material there is non-degenerate and fully ionised.

## From two balance conditions to one positive root

Mass action gives p = ni²/n, and neutrality becomes

n − ni²/n = D.

Multiplying by n gives n² − D n − ni² = 0. To factorise this, write s = √(D²/4 + ni²), so that N(D) = s + D/2 and N(−D) = s − D/2. Then

N(D) − N(−D) = D
N(D) N(−D) = s² − D²/4 = ni².

Both numbers are positive, because s > |D|/2. The quadratic is therefore

(n − N(D)) (n + N(−D)) = 0.

For n > 0 the second factor is positive, so n = N(D). Conversely, ni²/N(D) = N(−D), so N(D) does solve the equation. The hole density is p = ni²/N(D) = N(−D).

Now let D > 0, so that holes are the minority carriers. Substituting n = p + D into mass action gives p² + p D = ni², hence

p D = ni² − p² < ni²
p (D² + ni²) − ni² D = p (D² + p² + p D) − (p² + p D) D = p³ > 0.

Dividing by D and by D² + ni² respectively,

ni² D/(D² + ni²) < p < ni²/D.

The estimate p ≈ ni²/D is thus too large by a factor below 1 + ni²/D². Since n = D + p, it also follows that D < n < D + ni²/D.

The response to doping comes from differentiating N. As ds/dD = D/(4s) and n + p = 2s,

dn/dD = 1/2 + D/(4s) = (s + D/2)/(2s) = n/(n + p).

Finally, put n = ni exp(u). Then p = ni exp(−u), and neutrality becomes 2 ni sinh u = D, so

n = ni exp(arsinh(D/(2 ni))).

In non-degenerate statistics u is the height of the Fermi level above the intrinsic level, in units of kT; it is negative for p-type doping.

## The formula and the physical conditions, stated separately

The arguments `ni`, `D`, `Nd`, `Na`, `n` and `p` in Lean are real numbers, understood as densities in one common unit.

```lean
import Mathlib

open Real

namespace ChargeNeutrality

noncomputable section
```

The closed formula N is a definition and carries no physical claim yet.

```lean
/-- The closed formula `D/2 + √(D²/4 + ni²)` for the electron density at intrinsic density `ni`
and net doping `D` (donors minus acceptors). -/
def electronDensity (ni D : ℝ) : ℝ := D / 2 + √(D ^ 2 / 4 + ni ^ 2)
```

Despite its name, `electronDensity` also supplies the hole density, as `electronDensity ni (-D)`. The letter `D` is the net doping, not a diffusion constant.

The physics sits in a predicate on the two densities: positivity, mass action and neutrality.

```lean
/-- Positive electron and hole densities `n`, `p` obey mass action and balance the charge of
ionised donors `Nd` and acceptors `Na`. -/
def IsNeutralEquilibrium (ni Nd Na n p : ℝ) : Prop :=
  0 < n ∧ 0 < p ∧ n * p = ni ^ 2 ∧ p + Nd = n + Na
```

Mass action is assumed here, not derived from carrier statistics. `Nd` and `Na` may be any real numbers. Reading them as the concentrations of dopant atoms put into the crystal is the step that needs full ionisation, and no hypothesis supplies it.

## Product, difference and sign of the two densities

The product identity uses only that the square root squares back to its argument, which is the fact `h`.

```lean
/-- The densities given by the formula at opposite net dopings multiply to `ni²`. -/
theorem electronDensity_mul_neg (ni D : ℝ) :
    electronDensity ni D * electronDensity ni (-D) = ni ^ 2 := by
  have h := Real.sq_sqrt (show 0 ≤ D ^ 2 / 4 + ni ^ 2 by positivity)
  simp only [electronDensity, neg_sq]
  linear_combination h
```

In the difference the square roots cancel.

```lean
/-- The densities given by the formula at opposite net dopings differ by the net doping. -/
theorem electronDensity_sub_neg (ni D : ℝ) :
    electronDensity ni D - electronDensity ni (-D) = D := by
  simp only [electronDensity, neg_sq]
  ring
```

Positivity is the inequality s > −D/2, obtained by comparing squares: D²/4 < D²/4 + ni².

```lean
/-- For positive intrinsic density the formula gives a positive density at every real net
doping. -/
theorem electronDensity_pos {ni : ℝ} (hni : 0 < ni) (D : ℝ) : 0 < electronDensity ni D := by
  have h : -(D / 2) < √(D ^ 2 / 4 + ni ^ 2) := by
    apply Real.lt_sqrt_of_sq_lt
    nlinarith [pow_pos hni 2]
  unfold electronDensity
  linarith
```

## Exactly one positive solution

The equivalence below says that a number `n` is positive and solves the neutrality equation precisely when it equals the formula. Read from left to right it is uniqueness, and from right to left existence.

```lean
/-- For positive `ni` and any real net doping `D`, the neutrality equation `n - ni²/n = D` has
exactly one positive solution, `n = D/2 + √(D²/4 + ni²)`. -/
theorem neutrality_iff {ni : ℝ} (hni : 0 < ni) (D n : ℝ) :
    (0 < n ∧ n - ni ^ 2 / n = D) ↔ n = electronDensity ni D := by
  have hm := electronDensity_mul_neg ni D
  have hs := electronDensity_sub_neg ni D
  have hp := electronDensity_pos hni D
  have hq := electronDensity_pos hni (-D)
  constructor
  · rintro ⟨hn, h⟩
    have hc : ni ^ 2 / n * n = ni ^ 2 := div_mul_cancel₀ _ hn.ne'
    have h2 : n ^ 2 - ni ^ 2 = D * n := by linear_combination n * h + hc
    -- the quadratic factorises, and its other root is negative
    have h3 : (n - electronDensity ni D) * (n + electronDensity ni (-D)) = 0 := by
      linear_combination h2 - n * hs - hm
    rcases mul_eq_zero.1 h3 with h4 | h4
    · linarith
    · linarith
  · rintro rfl
    have hd : ni ^ 2 / electronDensity ni D = electronDensity ni (-D) := by
      rw [div_eq_iff hp.ne']
      linear_combination -hm
    exact ⟨hp, by rw [hd]; exact hs⟩
```

In the first direction `h2` is the equation multiplied by n, and `h3` is the factorised quadratic. The case split takes each factor as zero in turn; the second case contradicts positivity. In the other direction `hd` identifies ni²/N(D) with N(−D), and the difference identity finishes the proof.

The two-carrier statement applies this result twice, once to electrons at net doping `Nd - Na` and once to holes at `Na - Nd`.

```lean
/-- For positive `ni`, mass action and charge neutrality fix both positive carrier densities:
electrons follow the formula at net doping `Nd - Na`, holes at `Na - Nd`. -/
theorem isNeutralEquilibrium_iff {ni : ℝ} (hni : 0 < ni) (Nd Na n p : ℝ) :
    IsNeutralEquilibrium ni Nd Na n p ↔
      n = electronDensity ni (Nd - Na) ∧ p = electronDensity ni (Na - Nd) := by
  unfold IsNeutralEquilibrium
  constructor
  · rintro ⟨hn, hp, hm, hq⟩
    -- mass action eliminates one carrier in favour of the other
    have h1 : ni ^ 2 / n = p := by
      rw [div_eq_iff hn.ne']
      linear_combination -hm
    have h2 : ni ^ 2 / p = n := by
      rw [div_eq_iff hp.ne']
      linear_combination -hm
    exact ⟨(neutrality_iff hni _ _).1 ⟨hn, by rw [h1]; linarith⟩,
      (neutrality_iff hni _ _).1 ⟨hp, by rw [h2]; linarith⟩⟩
  · rintro ⟨rfl, rfl⟩
    have e : Na - Nd = -(Nd - Na) := by ring
    rw [e]
    exact ⟨electronDensity_pos hni _, electronDensity_pos hni _,
      electronDensity_mul_neg ni _, by linarith [electronDensity_sub_neg ni (Nd - Na)]⟩
```

Here `h1` and `h2` are mass action solved for p and for n. The converse collects the three facts about product, difference and sign.

## Bounds for donor-type doping

With `a` for the hole density and `b` for the electron density, the proof reproduces the two identities found by hand: once the denominators are cleared, the two sides differ by a³ in the lower bound and by a² in the upper bound.

```lean
/-- For positive `ni` and donor-type net doping `D > 0`, the hole density lies strictly between
`ni² D / (D² + ni²)` and `ni² / D`. -/
theorem minority_bounds {ni D : ℝ} (hni : 0 < ni) (hD : 0 < D) :
    ni ^ 2 * D / (D ^ 2 + ni ^ 2) < electronDensity ni (-D) ∧
      electronDensity ni (-D) < ni ^ 2 / D := by
  have hm := electronDensity_mul_neg ni D
  have hs := electronDensity_sub_neg ni D
  have hq := electronDensity_pos hni (-D)
  generalize electronDensity ni D = b at hm hs
  generalize electronDensity ni (-D) = a at hm hs hq ⊢
  constructor
  · rw [div_lt_iff₀ (by positivity)]
    -- the gap is exactly the cube of the hole density
    have h : a * (D ^ 2 + ni ^ 2) - ni ^ 2 * D = a ^ 3 := by
      linear_combination (-(a - D)) * hm - a * (D - a) * hs
    linarith [pow_pos hq 3]
  · rw [lt_div_iff₀ hD]
    have h : a * D = ni ^ 2 - a ^ 2 := by linear_combination hm - a * hs
    linarith [pow_pos hq 2]
```

Adding D to the hole density turns the upper bound into one for the electrons; the lower bound D < n needs only that holes are present.

```lean
/-- For positive `ni` and `D > 0`, the electron density exceeds the net doping by less than
`ni² / D`. -/
theorem majority_bounds {ni D : ℝ} (hni : 0 < ni) (hD : 0 < D) :
    D < electronDensity ni D ∧ electronDensity ni D < D + ni ^ 2 / D := by
  have hs := electronDensity_sub_neg ni D
  have hq := electronDensity_pos hni (-D)
  have hb := (minority_bounds hni hD).2
  constructor <;> linarith
```

## Response to doping and the exponential form

`HasDerivAt` states that the derivative exists at `D` and has the given value. The intrinsic density is held fixed, so the temperature is constant and any narrowing of the gap by doping is ignored.

```lean
/-- For positive `ni`, the electron density changes with net doping at the rate `n / (n + p)`,
where `n` and `p` are the electron and hole densities. -/
theorem hasDerivAt_electronDensity {ni : ℝ} (hni : 0 < ni) (D : ℝ) :
    HasDerivAt (electronDensity ni)
      (electronDensity ni D / (electronDensity ni D + electronDensity ni (-D))) D := by
  have hpos : 0 < D ^ 2 / 4 + ni ^ 2 := by positivity
  have h1 : HasDerivAt (fun x : ℝ => x ^ 2 / 4 + ni ^ 2) (D / 2) D := by
    refine HasDerivAt.congr_deriv
      (((hasDerivAt_pow 2 D).div_const 4).add_const (ni ^ 2)) ?_
    norm_num
    ring
  have h2 : HasDerivAt (electronDensity ni)
      (1 / 2 + D / 2 / (2 * √(D ^ 2 / 4 + ni ^ 2))) D :=
    ((hasDerivAt_id' D).div_const 2).fun_add (h1.sqrt hpos.ne')
  refine h2.congr_deriv ?_
  have hs := Real.sqrt_pos.2 hpos
  simp only [electronDensity, neg_sq]
  generalize √(D ^ 2 / 4 + ni ^ 2) = s at hs ⊢
  -- the total carrier density is twice the square root
  have h2s : 2 * s ≠ 0 := by positivity
  rw [show D / 2 + s + (-D / 2 + s) = 2 * s by ring,
    div_add_div _ _ two_ne_zero h2s, div_eq_div_iff (mul_ne_zero two_ne_zero h2s) h2s]
  ring
```

The argument of the square root is positive, which permits the chain rule in `h2`. The remaining lines replace n + p by 2s and compare the two fractions.

The exponential form needs no manipulation of the square root. The proof shows that ni exp(u) is positive and satisfies the neutrality equation, using the definition of sinh and exp(−u) exp(u) = 1, and then appeals to uniqueness.

```lean
/-- For positive `ni`, the electron density is `ni exp u` with `u = arsinh (D / (2 ni))`. -/
theorem electronDensity_eq_exp {ni : ℝ} (hni : 0 < ni) (D : ℝ) :
    electronDensity ni D = ni * Real.exp (Real.arsinh (D / (2 * ni))) := by
  have h2 : 2 * ni ≠ 0 := by positivity
  have h := Real.sinh_arsinh (D / (2 * ni))
  generalize Real.arsinh (D / (2 * ni)) = u at h ⊢
  rw [Real.sinh_eq, eq_div_iff h2] at h
  have hu : Real.exp (-u) * Real.exp u = 1 := by
    rw [← Real.exp_add, neg_add_cancel, Real.exp_zero]
  have hne : ni * Real.exp u ≠ 0 := by positivity
  have hd : ni ^ 2 / (ni * Real.exp u) = ni * Real.exp (-u) := by
    rw [div_eq_iff hne]
    linear_combination (-ni ^ 2) * hu
  -- the exponential form solves the neutrality equation, whose positive root is unique
  symm
  refine (neutrality_iff hni D _).1 ⟨by positivity, ?_⟩
  rw [hd]
  linear_combination h

end

end ChargeNeutrality
```

```lean
#print axioms ChargeNeutrality.isNeutralEquilibrium_iff
#print axioms ChargeNeutrality.majority_bounds
#print axioms ChargeNeutrality.hasDerivAt_electronDensity
#print axioms ChargeNeutrality.electronDensity_eq_exp
```

```
'ChargeNeutrality.isNeutralEquilibrium_iff' depends on axioms: [propext, Classical.choice, Quot.sound]
'ChargeNeutrality.majority_bounds' depends on axioms: [propext, Classical.choice, Quot.sound]
'ChargeNeutrality.hasDerivAt_electronDensity' depends on axioms: [propext, Classical.choice, Quot.sound]
'ChargeNeutrality.electronDensity_eq_exp' depends on axioms: [propext, Classical.choice, Quot.sound]
```
